# A harmonic torsional mode: mean-square angle linear in $T$ at high temperature, and bounds on the averaged field gradient

For a harmonic torsional mode with moment of inertia $J$ and angular frequency $\omega$, the thermal mean-square angle $a(T)$, called the amplitude below, satisfies

$$\frac{kT}{J\omega^2}\le a(T)\le \frac{kT}{J\omega^2}+\frac{\hbar^2}{12JkT}\qquad(T>0),$$

so its distance from the classical straight line vanishes as $T\to\infty$. If the tilt angle $\theta$ has this second moment and a finite fourth moment, the factor that reduces an axial electric field gradient obeys

$$1-\frac{3kT}{2J\omega^2}-\frac{\hbar^2}{8JkT}\le\langle P_2(\cos\theta)\rangle\le 1-\frac{3kT}{2J\omega^2}+\frac12\langle\theta^4\rangle .$$

Here $k$ is Boltzmann's constant, $P_2(c)=(3c^2-1)/2$, and angle brackets denote the average over $\theta$.

## A field gradient on a swinging axis

An axial field gradient of strength $q$, tilted by $\theta$ from a fixed direction, has the component $qP_2(\cos\theta)$ along that direction. Torsional motion that is fast on the scale of the quadrupole frequency replaces this by $q\langle P_2(\cos\theta)\rangle$. This is Bayer's account of why nuclear quadrupole resonance frequencies usually fall on warming, here for a single harmonic mode.

The mode has levels $\hbar\omega(n+\tfrac12)$, $n=0,1,2,\dots$. In level $n$ the mean potential energy is half the total, so $\tfrac12J\omega^2\langle\theta^2\rangle_n=\tfrac12\hbar\omega(n+\tfrac12)$. With $x=\hbar\omega/(kT)$, this gives

$$a(T)=\frac{\hbar}{J\omega}\,m(x),\qquad m(x)=\frac{\sum_n(n+\frac12)e^{-xn}}{\sum_n e^{-xn}}.$$

The zero-point factor $e^{-x/2}$ has cancelled from the Boltzmann weights.

## Bounds on the tilt factor

Since $P_2(\cos\theta)=1-\tfrac32\sin^2\theta$,

$$P_2(\cos\theta)-1+\tfrac32\theta^2=\tfrac32(\theta^2-\sin^2\theta).$$

This is nonnegative because $\cos2\theta\ge1-2\theta^2$ and $\cos2\theta=1-2\sin^2\theta$.

For the upper bound, first take $y\ge0$. The function $\sin y-y+y^3/6$ vanishes at zero and has derivative $\cos y-1+y^2/2\ge0$, so $\sin y\ge y-y^3/6$. Now let $g(t)=t^4/3-t^2+\sin^2t$. Then $g(0)=0$ and, for $t\ge0$,

$$g'(t)=\sin2t-\left(2t-\frac{(2t)^3}{6}\right)\ge0.$$

Thus $g\ge0$ for $t\ge0$, and for all real $t$ because $g$ is even. Hence $\theta^2-\sin^2\theta\le\theta^4/3$, and

$$0\le P_2(\cos\theta)-1+\tfrac32\theta^2\le\tfrac12\theta^4 .$$

## The thermal mean and its classical limit

Put $r=e^{-x}$ with $x>0$. From $\sum_n r^n=1/(1-r)$ and $\sum_n nr^n=r/(1-r)^2$,

$$m(x)=\frac{r}{1-r}+\frac12=\frac{1+r}{2(1-r)}=\frac12\coth\frac x2 .$$

Let $y=x/2$. The bound $m(x)\ge1/x$ is equivalent to $h_1(y)=y\cosh y-\sinh y\ge0$, which holds because $h_1(0)=0$ and $h_1'(y)=y\sinh y\ge0$. The bound $m(x)\le1/x+x/12$ is equivalent to

$$h_2(y)=(3+y^2)\sinh y-3y\cosh y\ge0,$$

which holds because $h_2(0)=0$ and $h_2'(y)=y\,h_1(y)\ge0$.

Multiplying by $\hbar/(J\omega)$ turns $1/x$ into $kT/(J\omega^2)$ and $x/12$ into $\hbar^2/(12JkT)$. These are the amplitude bounds.

## The averaged gradient

Averaging the pointwise bounds gives

$$1-\tfrac32\langle\theta^2\rangle\le\langle P_2(\cos\theta)\rangle\le1-\tfrac32\langle\theta^2\rangle+\tfrac12\langle\theta^4\rangle .$$

Set $\langle\theta^2\rangle=a(T)$. The upper bound on $a$ gives the lower bound on the gradient, with quantum error $\tfrac32\cdot\hbar^2/(12JkT)=\hbar^2/(8JkT)$; the lower bound on $a$ gives the other side.

The two errors behave differently. The quantum term shrinks on heating, whereas for a thermal harmonic mode, whose angle distribution is Gaussian, $\tfrac12\langle\theta^4\rangle=\tfrac32a^2$ grows. The straight line is therefore useful for the gradient when $kT$ is at least comparable with $\hbar\omega$ but still far below $J\omega^2$.

## In a temperature fit or a trajectory

To second order in the angle, a model curve for the reduction factor takes three lines:

```python
x = hbar * omega / (k * T)
theta2 = hbar / (2 * J * omega) / np.tanh(x / 2)
factor = 1 - 1.5 * theta2
```

Replacing `theta2` by `k*T/(J*omega**2)` gives a straight line of slope $-3k/(2J\omega^2)$, from which a fit estimates $J\omega^2$. For a line fitted to measured frequencies, divide the slope by the intercept at $T=0$ first. A classical simulation of this one harmonic mode samples that same classical amplitude; the relative shortfall from the quantum value is at most $x^2/12$, about 8% at $x=1$.

## What the Lean declarations say

`P2` takes the cosine as its argument. `meanQuanta` is a quotient of two infinite sums over the natural numbers, and `torsionalAmplitude` is $a(T)$, with `hbar`, `J`, `ω`, `k` and `T` as real numbers in any consistent units. The theorems about the amplitude assume that these parameters are positive.

In `torsionalAmplitude_asymptotic`, `atTop` means $T\to\infty$ and `𝓝 0` is the limit zero. It is the difference from the line that tends to zero, which is stronger than a ratio tending to one.

The angle distribution is a probability measure `μ` on the whole real line, and `h4` says that its fourth moment is finite. In `bayer_linear_law`, the hypothesis `hμ` sets the second moment equal to the torsional amplitude. It stands for thermal equilibrium of the mode; neither it nor the oscillator's spectrum is derived from a Hamiltonian. The distribution need not be Gaussian.

The model keeps $J$, $\omega$ and the untilted gradient independent of temperature, and follows one component of the gradient tensor. It leaves out coupling between modes and any asymmetry that the motion induces.

```lean
import Mathlib

open MeasureTheory Filter Topology

namespace BayerTorsion

noncomputable section

/-- The second Legendre polynomial, as a function of the cosine `c` of the tilt angle. -/
def P2 (c : ℝ) : ℝ := (3 * c ^ 2 - 1) / 2

/-- The mean of `n + 1/2` under the weights `exp (-x n)`, for `x > 0`. -/
def meanQuanta (x : ℝ) : ℝ :=
  (∑' n : ℕ, ((n : ℝ) + 1 / 2) * Real.exp (-x * n)) / ∑' n : ℕ, Real.exp (-x * n)

/-- The thermal mean-square angle of a harmonic torsional mode with moment of inertia `J` and
angular frequency `ω` at temperature `T`; all arguments are positive. -/
def torsionalAmplitude (hbar J ω k T : ℝ) : ℝ :=
  hbar / (J * ω) * meanQuanta (hbar * ω / (k * T))

/-- A real function that is differentiable everywhere, vanishes at zero and has a nonnegative
derivative on the nonnegative half-line is nonnegative there. -/
theorem nonneg_of_hasDerivAt {f f' : ℝ → ℝ} (h0 : f 0 = 0)
    (hf : ∀ x, HasDerivAt f (f' x) x) (hn : ∀ x, 0 ≤ x → 0 ≤ f' x)
    {x : ℝ} (hx : 0 ≤ x) : 0 ≤ f x := by
  have hm : MonotoneOn f (Set.Ici 0) := by
    apply monotoneOn_of_deriv_nonneg (convex_Ici 0)
    · exact fun y _ => (hf y).continuousAt.continuousWithinAt
    · exact fun y _ => (hf y).differentiableAt.differentiableWithinAt
    · intro y hy
      rw [interior_Ici] at hy
      rw [(hf y).deriv]
      exact hn y (le_of_lt hy)
  have h := hm (Set.mem_Ici.2 le_rfl) (Set.mem_Ici.2 hx) hx
  rwa [h0] at h

/-- For every real tilt angle, the factor `P2 (cos θ)` exceeds its quadratic approximation
`1 - 3 θ² / 2` by at least zero and at most `θ⁴ / 2`. -/
theorem P2_cos_bounds (θ : ℝ) :
    0 ≤ P2 (Real.cos θ) - 1 + 3 * θ ^ 2 / 2 ∧
      P2 (Real.cos θ) - 1 + 3 * θ ^ 2 / 2 ≤ θ ^ 4 / 2 := by
  -- the cubic lower bound on the sine
  have hsin : ∀ y : ℝ, 0 ≤ y → 0 ≤ Real.sin y - (y - y ^ 3 / 6) := fun y hy =>
    nonneg_of_hasDerivAt (f := fun y => Real.sin y - (y - y ^ 3 / 6))
      (f' := fun y => Real.cos y - (1 - y ^ 2 / 2)) (by simp)
      (fun z => by
        have h3 : HasDerivAt (fun y : ℝ => y ^ 3) (3 * z ^ 2) z := by
          simpa using hasDerivAt_pow 3 z
        exact ((Real.hasDerivAt_sin z).fun_sub
          ((hasDerivAt_id' z).fun_sub (h3.div_const 6))).congr_deriv (by ring))
      (fun z _ => sub_nonneg.2 Real.one_sub_sq_div_two_le_cos) hy
  -- integrating once more bounds the squared sine
  have key : ∀ t : ℝ, 0 ≤ t → 0 ≤ t ^ 4 / 3 - t ^ 2 + Real.sin t ^ 2 := fun t ht =>
    nonneg_of_hasDerivAt (f := fun t => t ^ 4 / 3 - t ^ 2 + Real.sin t ^ 2)
      (f' := fun t => 4 * t ^ 3 / 3 - 2 * t + 2 * Real.sin t * Real.cos t) (by simp)
      (fun z => by
        have h4 : HasDerivAt (fun y : ℝ => y ^ 4) (4 * z ^ 3) z := by
          simpa using hasDerivAt_pow 4 z
        have h2 : HasDerivAt (fun y : ℝ => y ^ 2) (2 * z) z := by
          simpa using hasDerivAt_pow 2 z
        have hs : HasDerivAt (fun y : ℝ => Real.sin y ^ 2)
            (2 * Real.sin z * Real.cos z) z := by
          simpa using (Real.hasDerivAt_sin z).fun_pow 2
        exact ((h4.div_const 3).fun_sub h2).fun_add hs)
      (fun z hz => by
        have h := hsin (2 * z) (by linarith)
        rw [Real.sin_two_mul] at h
        show 0 ≤ 4 * z ^ 3 / 3 - 2 * z + 2 * Real.sin z * Real.cos z
        nlinarith [h]) ht
  have hq : 0 ≤ θ ^ 4 / 3 - θ ^ 2 + Real.sin θ ^ 2 := by
    rcases le_total 0 θ with h | h
    · exact key θ h
    · have h' := key (-θ) (by linarith)
      rw [Real.sin_neg] at h'
      nlinarith [h']
  have hc := Real.one_sub_sq_div_two_le_cos (x := 2 * θ)
  rw [Real.cos_two_mul] at hc
  have hsc := Real.sin_sq_add_cos_sq θ
  unfold P2
  constructor <;> nlinarith [hc, hq, hsc]

/-- For `x > 0` the partition sum and the weighted sum of `n + 1/2` converge to the stated
closed forms. -/
theorem boltzmann_sums {x : ℝ} (hx : 0 < x) :
    HasSum (fun n : ℕ => Real.exp (-x * n)) (1 - Real.exp (-x))⁻¹ ∧
    HasSum (fun n : ℕ => ((n : ℝ) + 1 / 2) * Real.exp (-x * n))
      (Real.exp (-x) / (1 - Real.exp (-x)) ^ 2 + 1 / 2 * (1 - Real.exp (-x))⁻¹) := by
  have hr : Real.exp (-x) < 1 := Real.exp_lt_one_iff.2 (by linarith)
  have hp : ∀ n : ℕ, Real.exp (-x * n) = Real.exp (-x) ^ n := fun n => by
    rw [mul_comm, Real.exp_nat_mul]
  have hg := hasSum_geometric_of_lt_one (Real.exp_pos (-x)).le hr
  have hn := hasSum_coe_mul_geometric_of_norm_lt_one (r := Real.exp (-x))
    (by rwa [Real.norm_eq_abs, abs_of_pos (Real.exp_pos _)])
  simp only [hp, add_mul]
  exact ⟨hg, hn.add (hg.mul_left (1 / 2))⟩

/-- For `x > 0` the thermal mean of `n + 1/2` is `coth (x/2) / 2`. -/
theorem meanQuanta_eq_coth {x : ℝ} (hx : 0 < x) :
    meanQuanta x = Real.cosh (x / 2) / Real.sinh (x / 2) / 2 := by
  have hr : Real.exp (-x) < 1 := Real.exp_lt_one_iff.2 (by linarith)
  have hd : 1 - Real.exp (-x) ≠ 0 := (sub_pos.2 hr).ne'
  have he : Real.exp (x / 2) ≠ 0 := (Real.exp_pos _).ne'
  have h1 : Real.exp (-(x / 2)) = Real.exp (x / 2) * Real.exp (-x) := by
    rw [← Real.exp_add]
    congr 1
    ring
  -- factor exp (x/2) out of both hyperbolic functions
  have hC : Real.cosh (x / 2) = Real.exp (x / 2) * (1 + Real.exp (-x)) / 2 := by
    rw [Real.cosh_eq, h1]
    ring
  have hS : Real.sinh (x / 2) = Real.exp (x / 2) * (1 - Real.exp (-x)) / 2 := by
    rw [Real.sinh_eq, h1]
    ring
  rw [meanQuanta, (boltzmann_sums hx).1.tsum_eq, (boltzmann_sums hx).2.tsum_eq, hC, hS]
  field_simp
  ring

/-- For `x > 0` the thermal mean of `n + 1/2` lies between `1/x` and `1/x + x/12`. -/
theorem meanQuanta_bounds {x : ℝ} (hx : 0 < x) :
    1 / x ≤ meanQuanta x ∧ meanQuanta x ≤ 1 / x + x / 12 := by
  have h1 : ∀ y : ℝ, 0 ≤ y → 0 ≤ y * Real.cosh y - Real.sinh y := fun y hy =>
    nonneg_of_hasDerivAt (f := fun y => y * Real.cosh y - Real.sinh y)
      (f' := fun y => y * Real.sinh y) (by simp)
      (fun z => (((hasDerivAt_id' z).fun_mul (Real.hasDerivAt_cosh z)).fun_sub
        (Real.hasDerivAt_sinh z)).congr_deriv (by ring))
      (fun z hz => mul_nonneg hz (Real.sinh_nonneg_iff.2 hz)) hy
  have h2 : 0 ≤ (3 + (x / 2) ^ 2) * Real.sinh (x / 2) - 3 * (x / 2) * Real.cosh (x / 2) :=
    nonneg_of_hasDerivAt (f := fun y => (3 + y ^ 2) * Real.sinh y - 3 * y * Real.cosh y)
      (f' := fun y => y * (y * Real.cosh y - Real.sinh y)) (by simp)
      (fun z => by
        have hz : HasDerivAt (fun y : ℝ => y ^ 2) (2 * z) z := by
          simpa using hasDerivAt_pow 2 z
        exact (((hz.const_add 3).fun_mul (Real.hasDerivAt_sinh z)).fun_sub
          (((hasDerivAt_id' z).const_mul 3).fun_mul
            (Real.hasDerivAt_cosh z))).congr_deriv (by ring))
      (fun z hz => mul_nonneg hz (h1 z hz)) (by positivity)
  have h3 := h1 (x / 2) (by positivity)
  have hS : 0 < Real.sinh (x / 2) := Real.sinh_pos_iff.2 (by positivity)
  rw [meanQuanta_eq_coth hx, div_div]
  constructor
  · rw [div_le_div_iff₀ hx (by positivity)]
    nlinarith [h3]
  · have e : 1 / x + x / 12 = (12 + x ^ 2) / (12 * x) := by
      field_simp
    rw [e, div_le_div_iff₀ (by positivity) (by positivity)]
    nlinarith [h2]

/-- For positive parameters, the torsional amplitude lies between the classical value
`k T / (J ω²)` and that value plus `ħ² / (12 J k T)`. -/
theorem torsionalAmplitude_bounds {hbar J ω k T : ℝ} (hh : 0 < hbar) (hJ : 0 < J)
    (hω : 0 < ω) (hk : 0 < k) (hT : 0 < T) :
    k * T / (J * ω ^ 2) ≤ torsionalAmplitude hbar J ω k T ∧
    torsionalAmplitude hbar J ω k T ≤
      k * T / (J * ω ^ 2) + hbar ^ 2 / (12 * J * k * T) := by
  have hx : 0 < hbar * ω / (k * T) := by positivity
  have hc : 0 ≤ hbar / (J * ω) := by positivity
  obtain ⟨hl, hu⟩ := meanQuanta_bounds hx
  have e1 : hbar / (J * ω) * (1 / (hbar * ω / (k * T))) = k * T / (J * ω ^ 2) := by
    field_simp
  have e2 : hbar / (J * ω) * (hbar * ω / (k * T) / 12) = hbar ^ 2 / (12 * J * k * T) := by
    field_simp
  constructor
  · rw [← e1]
    exact mul_le_mul_of_nonneg_left hl hc
  · rw [← e1, ← e2, ← mul_add]
    exact mul_le_mul_of_nonneg_left hu hc

/-- For positive `ħ`, `J`, `ω` and `k`, the difference between the torsional amplitude and the
line `k T / (J ω²)` tends to zero as the temperature tends to infinity. -/
theorem torsionalAmplitude_asymptotic {hbar J ω k : ℝ} (hh : 0 < hbar) (hJ : 0 < J)
    (hω : 0 < ω) (hk : 0 < k) :
    Tendsto (fun T => torsionalAmplitude hbar J ω k T - k * T / (J * ω ^ 2))
      atTop (𝓝 0) := by
  have hlin : Tendsto (fun T : ℝ => 12 * J * k * T) atTop atTop :=
    tendsto_id.const_mul_atTop (by positivity)
  refine tendsto_of_tendsto_of_tendsto_of_le_of_le' tendsto_const_nhds
    (hlin.const_div_atTop (hbar ^ 2)) ?_ ?_
  · filter_upwards [eventually_gt_atTop 0] with T hT
    linarith [(torsionalAmplitude_bounds hh hJ hω hk hT).1]
  · filter_upwards [eventually_gt_atTop 0] with T hT
    linarith [(torsionalAmplitude_bounds hh hJ hω hk hT).2]

/-- For any probability distribution of tilt angles with finite fourth moment, the mean of
`P2 (cos θ)` lies between `1 - 3⟨θ²⟩/2` and `1 - 3⟨θ²⟩/2 + ⟨θ⁴⟩/2`. -/
theorem averaged_P2_bounds (μ : Measure ℝ) [IsProbabilityMeasure μ]
    (h4 : Integrable (fun θ : ℝ => θ ^ 4) μ) :
    1 - 3 / 2 * ∫ θ, θ ^ 2 ∂μ ≤ ∫ θ, P2 (Real.cos θ) ∂μ ∧
    ∫ θ, P2 (Real.cos θ) ∂μ ≤
      1 - 3 / 2 * (∫ θ, θ ^ 2 ∂μ) + 1 / 2 * ∫ θ, θ ^ 4 ∂μ := by
  have h2 : Integrable (fun θ : ℝ => θ ^ 2) μ := by
    refine (h4.add (integrable_const (1 : ℝ))).mono'
      (by fun_prop : Continuous fun θ : ℝ => θ ^ 2).aestronglyMeasurable
      (ae_of_all _ fun θ => ?_)
    show ‖θ ^ 2‖ ≤ θ ^ 4 + 1
    rw [Real.norm_eq_abs, abs_of_nonneg (sq_nonneg θ)]
    nlinarith [sq_nonneg (θ ^ 2 - 1), sq_nonneg (θ ^ 2)]
  have hP : Integrable (fun θ : ℝ => P2 (Real.cos θ)) μ := by
    refine (integrable_const (1 : ℝ)).mono' (Continuous.aestronglyMeasurable
      (by unfold P2; fun_prop)) (ae_of_all _ fun θ => ?_)
    rw [Real.norm_eq_abs, abs_le]
    unfold P2
    constructor <;> nlinarith [sq_nonneg (Real.cos θ), Real.cos_sq_le_one θ]
  have hq : Integrable (fun θ : ℝ => 1 - 3 / 2 * θ ^ 2) μ :=
    (integrable_const _).sub (h2.const_mul _)
  have e1 : ∫ θ, (1 - 3 / 2 * θ ^ 2) ∂μ = 1 - 3 / 2 * ∫ θ, θ ^ 2 ∂μ := by
    rw [integral_sub (integrable_const _) (h2.const_mul _), integral_const_mul]
    simp
  have e2 : ∫ θ, (1 - 3 / 2 * θ ^ 2 + 1 / 2 * θ ^ 4) ∂μ =
      1 - 3 / 2 * (∫ θ, θ ^ 2 ∂μ) + 1 / 2 * ∫ θ, θ ^ 4 ∂μ := by
    rw [integral_add hq (h4.const_mul _), e1, integral_const_mul]
  -- integrate the pointwise bounds
  rw [← e2, ← e1]
  exact ⟨integral_mono hq hP fun θ => by linarith [(P2_cos_bounds θ).1],
    integral_mono hP (hq.add (h4.const_mul _)) fun θ => by
      show P2 (Real.cos θ) ≤ 1 - 3 / 2 * θ ^ 2 + 1 / 2 * θ ^ 4
      linarith [(P2_cos_bounds θ).2]⟩

/-- For positive parameters and a probability distribution of angles with finite fourth moment
whose second moment is the torsional amplitude, the mean of `P2 (cos θ)` follows the line
`1 - 3 k T / (2 J ω²)` from below within `ħ² / (8 J k T)` and from above within `⟨θ⁴⟩/2`. -/
theorem bayer_linear_law {hbar J ω k T : ℝ} (hh : 0 < hbar) (hJ : 0 < J)
    (hω : 0 < ω) (hk : 0 < k) (hT : 0 < T) (μ : Measure ℝ) [IsProbabilityMeasure μ]
    (h4 : Integrable (fun θ : ℝ => θ ^ 4) μ)
    (hμ : ∫ θ, θ ^ 2 ∂μ = torsionalAmplitude hbar J ω k T) :
    1 - 3 / 2 * (k * T / (J * ω ^ 2)) - hbar ^ 2 / (8 * J * k * T) ≤
      ∫ θ, P2 (Real.cos θ) ∂μ ∧
    ∫ θ, P2 (Real.cos θ) ∂μ ≤
      1 - 3 / 2 * (k * T / (J * ω ^ 2)) + 1 / 2 * ∫ θ, θ ^ 4 ∂μ := by
  obtain ⟨hl, hu⟩ := averaged_P2_bounds μ h4
  obtain ⟨al, au⟩ := torsionalAmplitude_bounds hh hJ hω hk hT
  rw [hμ] at hl hu
  have e : hbar ^ 2 / (8 * J * k * T) = 3 / 2 * (hbar ^ 2 / (12 * J * k * T)) := by
    field_simp
    norm_num
  constructor
  · rw [e]
    linarith
  · linarith

end

end BayerTorsion
```

```lean
#print axioms BayerTorsion.torsionalAmplitude_asymptotic
-- 'BayerTorsion.torsionalAmplitude_asymptotic' depends on axioms: [propext, Classical.choice, Quot.sound]
#print axioms BayerTorsion.averaged_P2_bounds
-- 'BayerTorsion.averaged_P2_bounds' depends on axioms: [propext, Classical.choice, Quot.sound]
#print axioms BayerTorsion.bayer_linear_law
-- 'BayerTorsion.bayer_linear_law' depends on axioms: [propext, Classical.choice, Quot.sound]
```

## From monotonicity to the linear law

`nonneg_of_hasDerivAt` carries the calculus: a nonnegative derivative makes the function monotone on $[0,\infty)$, so its value at $x$ is at least its value at zero. It is used four times, for the cubic sine bound, $g$, $h_1$ and $h_2$.

In `P2_cos_bounds`, `hsin` is the sine bound and `key` is $g\ge0$ on the half-line. The case split at `hq` extends it to negative angles. The final `nlinarith` combines this with the double-angle bound and $\sin^2\theta+\cos^2\theta=1$.

`boltzmann_sums` proves convergence as well as the closed forms, by rewriting $e^{-xn}$ as $(e^{-x})^n$ and using the geometric series. `meanQuanta_eq_coth` takes $e^{x/2}$ out of both hyperbolic functions, after which `field_simp` and `ring` finish the algebra. In `meanQuanta_bounds`, positivity of $\sinh(x/2)$ permits clearing denominators, which leaves the inequalities for $h_1$ and $h_2$.

`torsionalAmplitude_bounds` is the rescaling, with `e1` and `e2` as its two unit conversions. The asymptotic theorem squeezes the difference between zero and $\hbar^2/(12JkT)$.

For `averaged_P2_bounds`, integrability has to come first. The second moment is finite because $\theta^2\le\theta^4+1$, and $P_2(\cos\theta)$ is bounded by one in absolute value. `integral_mono` then integrates the pointwise inequalities. Finally, `bayer_linear_law` substitutes `hμ` and combines the two sets of bounds with `linarith`.
